# The particle-number variance of a fragment in a Slater determinant is the sum of $|P_{ij}|^2$ across the fragment boundary

Let $P$ be the one-particle density matrix of a Slater determinant in a finite orthonormal basis of spin orbitals, with elements $P_{ij}=\langle a_j^\dagger a_i\rangle$. The diagonal element $P_{ii}$ is the occupation of spin orbital $i$. For a determinant, $P$ is the projector on the occupied space, so $P^\dagger=P$ and $P^2=P$. The transposed index convention for $P$ changes none of the results below.

A fragment is a subset $S$ of the basis indices, for example the spin orbitals on one atom, and $S^c$ is its complement. The letter $S$ never denotes the overlap matrix here. The diagonal projector $A$ on the fragment has $A_{ii}=1$ for $i\in S$ and zeros elsewhere. The number operator of the fragment is $N_S=\sum_{i\in S}a_i^\dagger a_i$.

The total particle number of a determinant is sharp, but the number found in a fragment fluctuates unless the occupied orbitals can be chosen so that each lies entirely inside or entirely outside the fragment. The variance $\mathrm{Var}(N_S)=\langle N_S^2\rangle-\langle N_S\rangle^2$ measures this fluctuation.

## Two traces and one off-diagonal block

For Hermitian idempotent $P$,

$$
\mathrm{Var}(N_S)=\mathrm{tr}(AP)-\mathrm{tr}(APAP)=\sum_{i\in S}\sum_{j\in S^c}|P_{ij}|^2 .
$$

The variance is the same for $S$ and $S^c$, and it vanishes exactly when $AP=PA$, that is, when $P$ has no elements between the fragment and the rest. If the fragment is empty or is the whole basis, the double sum is empty and the variance is zero.

## Fragment populations, bond indices and purified density matrices

In electronic-structure codes the identity applies to Hartree–Fock and Kohn–Sham determinants, and not to correlated wavefunctions, whose pair density has a further term. For a Kohn–Sham determinant it gives the variance in the non-interacting reference system, which need not equal that of the interacting electrons. A population analysis that reports $\mathrm{tr}(AP)$ as the electron number of a fragment can report the variance from the same matrix.

The two expressions read different parts of $P$. The trace form needs only the block with both indices in $S$. The boundary sum needs only the block that connects $S$ to $S^c$. When the variance is small compared with the mean number, the trace form subtracts two nearly equal numbers and loses relative accuracy, whereas the boundary sum adds non-negative terms.

The two forms also respond differently to a density matrix that is not quite idempotent, as after an unfinished purification. For Hermitian $P$ the trace form exceeds the boundary sum by $\sum_{i\in S}(P-P^2)_{ii}$. A nonzero difference therefore signals a loss of idempotency, but a zero difference for one fragment does not establish idempotency.

Two storage conventions need care:

- A closed-shell code often keeps the spatial density matrix $D$, equal to twice the matrix of one spin, so that $D^2=2D$ in an orthonormal basis. For a fragment that contains both spin orbitals of each of its spatial orbitals, the variance is $\tfrac12\sum|D_{ij}|^2$ over the boundary, half the Wiberg bond index between the fragment and the rest.
- In a non-orthogonal basis with overlap matrix $O$, the coefficient density matrix satisfies $POP=P$ instead of $P^2=P$. The identity then applies to $O^{1/2}PO^{1/2}$, with the fragment defined in the symmetrically orthogonalised basis.

## From the pair density to the boundary sum

**Moments of the particle number.** The mean is $\langle N_S\rangle=\sum_{i\in S}P_{ii}$. Moving the operators in $N_S^2$ into normal order gives

$$
\langle N_S^2\rangle=\langle N_S\rangle+\sum_{i,j\in S}\langle a_i^\dagger a_j^\dagger a_j a_i\rangle .
$$

In a Slater determinant the pair density is the product of the occupations minus exchange,

$$
\langle a_i^\dagger a_j^\dagger a_j a_i\rangle=P_{ii}P_{jj}-P_{ij}P_{ji}.
$$

It vanishes for $i=j$, as the Pauli principle requires.

**Traces.** Since $A$ is diagonal with entries 0 and 1,

$$
\mathrm{tr}(AP)=\sum_i A_{ii}P_{ii}=\sum_{i\in S}P_{ii}=\langle N_S\rangle,
$$

$$
\mathrm{tr}(APAP)=\sum_{i,j}A_{ii}P_{ij}A_{jj}P_{ji}=\sum_{i,j\in S}P_{ij}P_{ji}.
$$

**Variance.** The product of occupations sums to the squared mean, $\sum_{i,j\in S}P_{ii}P_{jj}=\langle N_S\rangle^2$, and cancels:

$$
\mathrm{Var}(N_S)=\langle N_S\rangle+\langle N_S\rangle^2-\sum_{i,j\in S}P_{ij}P_{ji}-\langle N_S\rangle^2
=\mathrm{tr}(AP)-\mathrm{tr}(APAP).
$$

**Boundary sum.** The diagonal element of $P^2=P$, with the inner sum split at the boundary, is

$$
P_{ii}=\sum_{j\in S}P_{ij}P_{ji}+\sum_{j\in S^c}P_{ij}P_{ji}.
$$

Summing over $i\in S$ and subtracting $\mathrm{tr}(APAP)$ removes the first part. Hermiticity gives $P_{ji}=P_{ij}^*$, so each remaining term is $|P_{ij}|^2$, which is the stated sum.

**Complement.** Exchanging $S$ and $S^c$ turns the sum into $\sum_{i\in S^c}\sum_{j\in S}|P_{ij}|^2$. Renaming the indices and using $|P_{ji}|=|P_{ij}|$ restores the original. Physically, a particle missing from the fragment must be in the rest, so the two fluctuations are equal and opposite.

**Zero variance.** The elements of the commutator are

$$
(AP-PA)_{ij}=(A_{ii}-A_{jj})P_{ij}.
$$

They vanish automatically when $i$ and $j$ lie on the same side of the boundary. For $i\in S$ and $j\in S^c$ the element is $P_{ij}$, and for the reverse case it is $-P_{ij}$. By hermiticity, the commutator vanishes exactly when $P_{ij}=0$ for all $i\in S$, $j\in S^c$. A sum of non-negative terms is zero exactly when every term is zero, so this is also the condition for zero variance.

**A two-site bond.** Let $\varphi_1$ and $\varphi_2$ be the orthonormal orbitals of two sites. One particle in the orbital $(\varphi_1+\varphi_2)/\sqrt2$ has all four elements of $P$ equal to $1/2$. For the first site, $\mathrm{tr}(AP)=1/2$ and $\mathrm{tr}(APAP)=1/4$, so the variance is $1/4$. The boundary sum has the single term $|1/2|^2=1/4$.

## The identity in Lean

The definitions follow the moments above: `numberVariance` is built from the mean and the mean square, and the trace formula is a theorem about it.

```lean
import Mathlib

open Matrix

namespace FragmentNumberVariance

noncomputable section

variable {n : Type*} [Fintype n] [DecidableEq n]

/-- The diagonal projector on the spin orbitals of the fragment `S`. -/
def fragProj (S : Finset n) : Matrix n n ℂ :=
  Matrix.diagonal (fun i => if i ∈ S then 1 else 0)

/-- The pair density of a Slater determinant with one-particle density matrix `P`:
the product of the occupations minus the exchange term. -/
def pairDensity (P : Matrix n n ℂ) (i j : n) : ℂ :=
  P i i * P j j - P i j * P j i

/-- The mean particle number in the fragment `S`, the sum of its occupations. -/
def meanNumber (P : Matrix n n ℂ) (S : Finset n) : ℂ :=
  ∑ i ∈ S, P i i

/-- The mean square of the particle number in `S` for a Slater determinant:
the mean number plus the mean number of ordered pairs. -/
def meanSquareNumber (P : Matrix n n ℂ) (S : Finset n) : ℂ :=
  meanNumber P S + ∑ i ∈ S, ∑ j ∈ S, pairDensity P i j

/-- The variance of the particle number in `S`: mean square minus squared mean. -/
def numberVariance (P : Matrix n n ℂ) (S : Finset n) : ℂ :=
  meanSquareNumber P S - meanNumber P S ^ 2

/-- The trace of `AP` is the mean particle number in the fragment. -/
theorem trace_proj_mul (P : Matrix n n ℂ) (S : Finset n) :
    (fragProj S * P).trace = meanNumber P S := by
  simp [fragProj, meanNumber, Matrix.trace, Matrix.diagonal_mul, Finset.sum_ite_mem]

/-- The trace of `APAP` is the sum of `P i j * P j i` over pairs inside the fragment. -/
theorem trace_proj_mul_sq (P : Matrix n n ℂ) (S : Finset n) :
    (fragProj S * P * fragProj S * P).trace = ∑ i ∈ S, ∑ j ∈ S, P i j * P j i := by
  have hAP : ∀ i j, (fragProj S * P) i j = if i ∈ S then P i j else 0 := by
    intro i j
    simp [fragProj, Matrix.diagonal_mul]
  have hsq : ∀ X : Matrix n n ℂ, (X * X).trace = ∑ i, ∑ j, X i j * X j i := by
    intro X
    simp [Matrix.trace, Matrix.mul_apply]
  rw [Matrix.mul_assoc (fragProj S * P), hsq]
  simp only [hAP]
  -- the two projectors restrict both summation indices to the fragment
  calc ∑ i, ∑ j, (if i ∈ S then P i j else 0) * (if j ∈ S then P j i else 0)
      = ∑ i, if i ∈ S then ∑ j ∈ S, P i j * P j i else 0 := by
        refine Finset.sum_congr rfl fun i _ => ?_
        by_cases hi : i ∈ S <;> simp [hi, Finset.sum_ite_mem]
    _ = ∑ i ∈ S, ∑ j ∈ S, P i j * P j i := by
        simp [Finset.sum_ite_mem]

/-- The number variance of a fragment in a Slater determinant is
`trace (AP) - trace (APAP)`. -/
theorem numberVariance_eq_trace (P : Matrix n n ℂ) (S : Finset n) :
    numberVariance P S =
      (fragProj S * P).trace - (fragProj S * P * fragProj S * P).trace := by
  rw [trace_proj_mul, trace_proj_mul_sq]
  -- the products of occupations, summed over pairs in the fragment, give the squared mean
  have h : meanNumber P S ^ 2 = ∑ i ∈ S, ∑ j ∈ S, P i i * P j j := by
    rw [meanNumber, sq, Finset.sum_mul_sum]
  simp only [numberVariance, meanSquareNumber, pairDensity, Finset.sum_sub_distrib]
  linear_combination (-1 : ℂ) * h

/-- For a Hermitian idempotent `P`, `trace (AP) - trace (APAP)` is the sum of `|P i j|²`
over `i` inside and `j` outside the fragment. -/
theorem trace_sub_trace_eq_sum {P : Matrix n n ℂ} (hP : P.IsHermitian)
    (hI : P * P = P) (S : Finset n) :
    (fragProj S * P).trace - (fragProj S * P * fragProj S * P).trace =
      ((∑ i ∈ S, ∑ j ∈ Sᶜ, ‖P i j‖ ^ 2 : ℝ) : ℂ) := by
  have hn : ∀ i j, P i j * P j i = ((‖P i j‖ ^ 2 : ℝ) : ℂ) := by
    intro i j
    rw [← hP.apply j i, ← Complex.normSq_eq_norm_sq]
    exact Complex.mul_conj _
  rw [trace_proj_mul, trace_proj_mul_sq, meanNumber, ← Finset.sum_sub_distrib,
    Complex.ofReal_sum]
  refine Finset.sum_congr rfl fun i _ => ?_
  -- idempotency expands the occupation of orbital i over all partners j
  have h := congrFun (congrFun hI i) i
  rw [Matrix.mul_apply, ← Finset.sum_add_sum_compl S] at h
  have h2 : ∑ j ∈ Sᶜ, ((‖P i j‖ ^ 2 : ℝ) : ℂ) = ∑ j ∈ Sᶜ, P i j * P j i :=
    Finset.sum_congr rfl fun j _ => (hn i j).symm
  rw [Complex.ofReal_sum, h2]
  linear_combination (-1 : ℂ) * h

/-- For a Hermitian idempotent `P`, a fragment and its complement have the same
number variance. -/
theorem numberVariance_compl {P : Matrix n n ℂ} (hP : P.IsHermitian)
    (hI : P * P = P) (S : Finset n) :
    numberVariance P Sᶜ = numberVariance P S := by
  rw [numberVariance_eq_trace, numberVariance_eq_trace, trace_sub_trace_eq_sum hP hI,
    trace_sub_trace_eq_sum hP hI, compl_compl]
  congr 1
  rw [Finset.sum_comm]
  refine Finset.sum_congr rfl fun i _ => Finset.sum_congr rfl fun j _ => ?_
  rw [← hP.apply j i, norm_star]

/-- A Hermitian `P` commutes with the fragment projector exactly when it has no matrix
elements between the fragment and its complement. -/
theorem commute_iff_no_coupling {P : Matrix n n ℂ} (hP : P.IsHermitian) (S : Finset n) :
    fragProj S * P = P * fragProj S ↔ ∀ i ∈ S, ∀ j ∉ S, P i j = 0 := by
  constructor
  · intro h i hi j hj
    have hij := congrFun (congrFun h i) j
    simpa [fragProj, Matrix.diagonal_mul, Matrix.mul_diagonal, hi, hj] using hij
  · intro h
    ext i j
    rw [fragProj, Matrix.diagonal_mul, Matrix.mul_diagonal]
    by_cases hi : i ∈ S <;> by_cases hj : j ∈ S
    · simp [hi, hj]
    · simp [h i hi j hj]
    · -- hermiticity carries the vanishing block to its mirror image
      have h0 : P i j = 0 := by rw [← hP.apply i j, h j hj i hi, star_zero]
      simp [h0]
    · simp [hi, hj]

/-- For a Hermitian idempotent `P`, the number variance of a fragment vanishes exactly
when `P` commutes with the fragment projector. -/
theorem numberVariance_eq_zero_iff {P : Matrix n n ℂ} (hP : P.IsHermitian)
    (hI : P * P = P) (S : Finset n) :
    numberVariance P S = 0 ↔ fragProj S * P = P * fragProj S := by
  rw [numberVariance_eq_trace, trace_sub_trace_eq_sum hP hI, commute_iff_no_coupling hP,
    Complex.ofReal_eq_zero, Finset.sum_eq_zero_iff_of_nonneg
      (fun i _ => Finset.sum_nonneg fun j _ => sq_nonneg ‖P i j‖)]
  constructor
  · intro h i hi j hj
    -- a vanishing sum of squares has vanishing terms
    have h2 := (Finset.sum_eq_zero_iff_of_nonneg
      (fun j _ => sq_nonneg ‖P i j‖)).1 (h i hi) j (Finset.mem_compl.2 hj)
    exact norm_eq_zero.1 (pow_eq_zero_iff two_ne_zero |>.1 h2)
  · intro h i hi
    refine Finset.sum_eq_zero fun j hj => ?_
    rw [h i hi j (Finset.mem_compl.1 hj)]
    simp

/-- The density matrix of one particle in the orbital `(φ₁ + φ₂)/√2`, where `φ₁` and `φ₂` are the
orthonormal orbitals of two sites. -/
def bond : Matrix (Fin 2) (Fin 2) ℂ := !![1/2, 1/2; 1/2, 1/2]

/-- The two-site bond is Hermitian and idempotent, and the particle number on its first
site has variance `1/4`. -/
theorem bond_witness :
    bond.IsHermitian ∧ bond * bond = bond ∧ numberVariance bond {0} = 1 / 4 := by
  refine ⟨?_, ?_, ?_⟩
  · ext i j
    fin_cases i <;> fin_cases j <;> simp [bond, Matrix.conjTranspose_apply]
  · ext i j
    fin_cases i <;> fin_cases j <;>
      norm_num [bond, Matrix.mul_apply, Fin.sum_univ_succ]
  · norm_num [numberVariance, meanSquareNumber, meanNumber, pairDensity, bond]

end

end FragmentNumberVariance
```

```lean
#print axioms FragmentNumberVariance.numberVariance_eq_trace
-- 'FragmentNumberVariance.numberVariance_eq_trace' depends on axioms: [propext, Classical.choice, Quot.sound]
#print axioms FragmentNumberVariance.numberVariance_compl
-- 'FragmentNumberVariance.numberVariance_compl' depends on axioms: [propext, Classical.choice, Quot.sound]
#print axioms FragmentNumberVariance.numberVariance_eq_zero_iff
-- 'FragmentNumberVariance.numberVariance_eq_zero_iff' depends on axioms: [propext, Classical.choice, Quot.sound]
```

## What the theorems say about $P$ and $S$

The finite type `n` labels the spin orbitals, `S : Finset n` is the fragment and `Sᶜ` its complement. The matrix `P : Matrix n n ℂ` is the density matrix, and `fragProj S` is $A$. The conditions $P^\dagger=P$ and $P^2=P$ appear as `hP : P.IsHermitian` and `hI : P * P = P`. Orthonormality of the basis has no hypothesis of its own; it enters through the reading of the matrix elements and of $P^2=P$.

`numberVariance_eq_trace` states the trace formula for every complex square matrix `P`, since its algebra needs neither hermiticity nor idempotency. The quantity is the variance in a Slater determinant only when `P` is the density matrix of one.

`trace_sub_trace_eq_sum` assumes both conditions and equates the trace difference with the boundary sum. The means and variances are defined as complex numbers, but the right-hand side here is a real sum of squares embedded in the complex numbers. Together with the trace formula, it shows that the variance is real and non-negative.

`numberVariance_compl` gives the equality for the complement, and `numberVariance_eq_zero_iff` gives the equivalence with $AP=PA$, both for Hermitian idempotent `P`. `commute_iff_no_coupling` needs only hermiticity. `bond_witness` confirms that the two-site matrix is Hermitian and idempotent and that its variance, computed from the definition, is $1/4$.

For the boundary sum, hermiticity with occupation eigenvalues between 0 and 1 is not enough. A single spin orbital with $P_{11}=1/2$, taken as the whole fragment, gives a trace difference of $1/4$ and an empty boundary sum.

## How Lean carries out the algebra

`trace_proj_mul` reduces the first trace to the sum of occupations. In `trace_proj_mul_sq`, `hAP` gives the elements of $AP$ and `hsq` writes the trace of a square as a double sum. The `calc` block then restricts both indices to the fragment.

In `numberVariance_eq_trace`, the statement `h` expands the squared mean into the double sum of $P_{ii}P_{jj}$. After the definitions are unfolded, `linear_combination` performs the cancellation in the variance step.

In `trace_sub_trace_eq_sum`, `hn` turns $P_{ij}P_{ji}$ into $|P_{ij}|^2$ by hermiticity. For each `i` in the fragment, `h` is the diagonal element of $P^2=P$, split by `Finset.sum_add_sum_compl` into partners inside and outside. The closing `linear_combination` subtracts the inside part.

`numberVariance_compl` rewrites both variances as boundary sums, exchanges the order of summation with `Finset.sum_comm` and uses the equal moduli of $P_{ij}$ and $P_{ji}$. `commute_iff_no_coupling` reads off one matrix element in the forward direction. In the other direction it treats the four positions of `i` and `j` relative to the fragment, using hermiticity for the mirror block.

`numberVariance_eq_zero_iff` applies `Finset.sum_eq_zero_iff_of_nonneg` to the outer and then the inner sum, so that each $|P_{ij}|^2$ must vanish. The proof of `bond_witness` checks the matrix elements case by case and evaluates the variance.

## Where the identity stops

The step from these matrices to a many-electron state is the pair-density formula. The Lean code has no Fock space or antisymmetrised wavefunction: `pairDensity` takes the determinant's product-minus-exchange form as a definition. That form follows from Wick's theorem for a Slater determinant, and using the results for a physical state relies on it.

The theorems concern exact complex matrices of finite size. They give no error bound for floating-point traces or for a density matrix that is idempotent only to a convergence threshold. The advice above on rounding, purification, closed shells and overlap matrices rests on ordinary algebra and numerical reasoning, with no Lean theorem behind it.

The fragment is a set of basis functions, so the variance depends on the chosen orthonormal basis. A region of real space is generally represented in a finite basis by a matrix that is neither diagonal nor idempotent, and `fragProj` does not describe it.
